# Direct RPA with positive bare energies and positive semidefinite coupling has no excitation below the gap

Suppose a spectrum computed in the direct random-phase approximation (RPA) shows no excitonic peak below the gap. Without a bound on the roots, the missing peak may be blamed on a small basis or coarse sampling, and effort goes into refinements that cannot produce it. For a finite set of transitions with positive bare energies and a real positive semidefinite coupling, the form of the equations already excludes such a peak.

## Bare transitions and their coupling

Label the particle-hole transitions by i. Each has a bare energy d_i > 0, the difference between an empty and an occupied orbital energy. Let D be the diagonal matrix of the d_i, and let the gap m be the smallest of them.

The matrix K couples the transitions. In direct RPA with real orbitals, K_ij is the Coulomb interaction between the transition densities of i and j, up to a spin factor. Since the Coulomb self-energy of any charge density is nonnegative, K is positive semidefinite. The electron-hole attraction, which comes from exchange-type terms, is absent.

With A = D + K and B = K, the excitation amplitudes x and de-excitation amplitudes y obey

A x + B y = w x

B x + A y = −w y

where x and y do not both vanish. The root w is an excitation energy in units with ħ = 1, or its negative partner. A priori it may be complex.

## From the response equations to the bound

Put s = x + y and t = x − y. Adding and subtracting the two equations gives

(D + 2K) s = w t

D t = w s.

If s were zero, the second line would give D t = 0, hence t = 0 and x = y = 0, which is excluded. So s ≠ 0. Applying D to the first line and using the second,

D (D + 2K) s = w² s.

Next, write s = a + ib with real vectors a and b. Because K is symmetric, the cross terms cancel:

q = s†K s = aᵀK a + bᵀK b ≥ 0.

Multiply component i of the squared equation by s_i*/d_i and sum over i:

w² N = T + 2q, with N = Σ_i |s_i|²/d_i and T = Σ_i d_i |s_i|².

Here N > 0. Since d_i² ≥ m², each term satisfies d_i |s_i|² ≥ m² |s_i|²/d_i, so T ≥ m² N. Therefore w² is real and w² ≥ m².

Finally let w = u + iv. Reality of w² means uv = 0, and the bound reads u² − v² ≥ m². If u = 0, then −v² ≥ m² ≥ 0 forces v = 0. So v = 0 in every case, and |w| = |u| ≥ m.

## When the bound is attained, and how attraction breaks it

If column i of K vanishes, the choice x = e_i (the unit vector of transition i), y = 0 solves the equations with w = d_i. When d_i is the smallest bare energy, the bound is an equality.

For contrast, take one transition of bare energy D, now a number, with A = D − J and B = 0. The constant J stands for the attraction between electron and hole, and 0 < J < D keeps the excitation energy positive. The equations become (D − J) x = z x and (D − J) y = −z y, so the roots are exactly z = ±(D − J). The positive one lies below D.

A negative coupling also shows what positivity of K does. For one transition with d = 1 and K = −3/8, the squared equation gives w² = 1 − 3/4 = 1/4, so w = ±1/2, inside the gap. Symmetry of K is thus not enough for the bound, even when A + B and A − B are both positive definite. With K = −1 one finds w = ±i, so symmetry alone does not secure real roots either.

## What the Lean statement says

The finite type `n` labels the transitions. `rpaMatrix A B` is the block matrix [[A, B], [−B, −A]], built from real blocks and acting on complex vectors over `n ⊕ n`, one copy of `n` for x and one for y. `IsRoot A B w` says that the complex number w has a nonzero eigenvector.

The theorem `no_bound_exciton` assumes `∀ i, 0 < d i` and `K.PosSemidef`, which includes symmetry, and takes any root w of the problem with blocks `diagonal d + K` and `K`. It concludes `w.im = 0` and `(⨅ i, d i) ≤ |w.re|`. The infimum over a finite nonempty family is its minimum m; with no transitions there are no roots, and the statement is vacuous.

"No bound exciton" refers to energy only: nothing is said about the spatial form of an eigenvector. The model has finitely many transitions, real matrices and a coupling independent of frequency. That the Coulomb matrix is positive semidefinite enters as a hypothesis. In a calculation with real matrices and positive bare energies, a root that lies below the smallest bare energy in absolute value, by more than rounding error, shows that the matrices are not of the form A = D + K, B = K with K positive semidefinite. An added electron-hole attraction is one possible cause, and a coupling matrix that has lost positivity is another. The gap in this comparison must be the smallest of the bare energies that enter D.

Another formulation would start from the real symmetric matrix D^{1/2}(D + 2K)D^{1/2}, whose eigenvalues are the squared energies. Reality of w² would then come from the spectral theorem, but the statement would concern w² only, and its link to the response matrix would need a separate argument. Here the eigenvalues of the response matrix itself are bounded.

## The complete file

```lean
import Mathlib

open Matrix ComplexConjugate

namespace RPAExcitonGap

variable {n : Type*} [Fintype n]

/-- The response matrix `[[A, B], [-B, -A]]` with real blocks, acting on complex amplitudes. -/
def rpaMatrix (A B : Matrix n n ℝ) : Matrix (n ⊕ n) (n ⊕ n) ℂ :=
  (fromBlocks A B (-B) (-A)).map Complex.ofReal

/-- A complex number `w` is a root of the response problem if it is an eigenvalue of the
response matrix. -/
def IsRoot (A B : Matrix n n ℝ) (w : ℂ) : Prop :=
  ∃ v : n ⊕ n → ℂ, v ≠ 0 ∧ rpaMatrix A B *ᵥ v = w • v

/-- The eigenvalue problem written out for the excitation amplitudes `x` and the
de-excitation amplitudes `y`, which do not both vanish. -/
theorem isRoot_iff (A B : Matrix n n ℝ) (w : ℂ) :
    IsRoot A B w ↔ ∃ x y : n → ℂ, (x ≠ 0 ∨ y ≠ 0) ∧
      (∀ i, (∑ j, (A i j : ℂ) * x j) + (∑ j, (B i j : ℂ) * y j) = w * x i) ∧
      (∀ i, (∑ j, (B i j : ℂ) * x j) + (∑ j, (A i j : ℂ) * y j) = -(w * y i)) := by
  constructor
  · rintro ⟨v, hv, h⟩
    refine ⟨fun i => v (Sum.inl i), fun i => v (Sum.inr i), ?_, fun i => ?_, fun i => ?_⟩
    · by_contra hc
      obtain ⟨h1, h2⟩ := not_or.mp hc
      apply hv
      funext k
      rcases k with i | i
      · exact congrFun (not_ne_iff.mp h1) i
      · exact congrFun (not_ne_iff.mp h2) i
    · have := congrFun h (Sum.inl i)
      simp only [rpaMatrix, mulVec, dotProduct, Fintype.sum_sum_type, Matrix.map_apply,
        fromBlocks_apply₁₁, fromBlocks_apply₁₂, Pi.smul_apply, smul_eq_mul] at this
      exact this
    · have := congrFun h (Sum.inr i)
      simp only [rpaMatrix, mulVec, dotProduct, Fintype.sum_sum_type, Matrix.map_apply,
        fromBlocks_apply₂₁, fromBlocks_apply₂₂, Matrix.neg_apply, Complex.ofReal_neg, neg_mul,
        Finset.sum_neg_distrib, Pi.smul_apply, smul_eq_mul] at this
      linear_combination -this
  · rintro ⟨x, y, hxy, h1, h2⟩
    refine ⟨Sum.elim x y, fun h => ?_, ?_⟩
    · rcases hxy with hx | hy
      · exact hx (funext fun i => congrFun h (Sum.inl i))
      · exact hy (funext fun i => congrFun h (Sum.inr i))
    · funext k
      rcases k with i | i
      · simp only [rpaMatrix, mulVec, dotProduct, Fintype.sum_sum_type, Matrix.map_apply,
          fromBlocks_apply₁₁, fromBlocks_apply₁₂, Pi.smul_apply, smul_eq_mul,
          Sum.elim_inl, Sum.elim_inr]
        exact h1 i
      · simp only [rpaMatrix, mulVec, dotProduct, Fintype.sum_sum_type, Matrix.map_apply,
          fromBlocks_apply₂₁, fromBlocks_apply₂₂, Matrix.neg_apply, Complex.ofReal_neg, neg_mul,
          Finset.sum_neg_distrib, Pi.smul_apply, smul_eq_mul, Sum.elim_inl, Sum.elim_inr]
        linear_combination -(h2 i)

/-- For positive bare energies `d`, each root `w` of the problem with `A = D + K`, `B = K`
comes with a nonzero vector `s` that satisfies `D (D + 2 K) s = w² s`. -/
theorem squared_equation [DecidableEq n] {d : n → ℝ} (hd : ∀ i, 0 < d i)
    {K : Matrix n n ℝ} {w : ℂ} (hw : IsRoot (diagonal d + K) K w) :
    ∃ s : n → ℂ, s ≠ 0 ∧
      ∀ i, (d i : ℂ) * (d i * s i + 2 * ∑ j, (K i j : ℂ) * s j) = w ^ 2 * s i := by
  obtain ⟨x, y, hxy, h1, h2⟩ := (isRoot_iff _ _ _).mp hw
  have hA : ∀ (z : n → ℂ) (i : n), ∑ j, (((diagonal d + K) i j : ℝ) : ℂ) * z j
      = d i * z i + ∑ j, (K i j : ℂ) * z j := by
    intro z i
    simp only [Matrix.add_apply, Complex.ofReal_add, add_mul, Finset.sum_add_distrib]
    rw [add_left_inj, Finset.sum_eq_single i]
    · rw [diagonal_apply_eq]
    · intro j _ hj
      rw [diagonal_apply_ne _ (Ne.symm hj), Complex.ofReal_zero, zero_mul]
    · intro h
      exact absurd (Finset.mem_univ i) h
  simp only [hA] at h1 h2
  refine ⟨fun i => x i + y i, fun h0 => ?_, fun i => ?_⟩
  · -- if the sum vanished, so would the difference, and with it the eigenvector
    have hz : ∀ i, x i = 0 ∧ y i = 0 := by
      intro i
      have hs : x i + y i = 0 := congrFun h0 i
      have e : (d i : ℂ) * (x i - y i) = 0 := by
        linear_combination h1 i - h2 i + w * hs
      have hdi : (d i : ℂ) ≠ 0 := Complex.ofReal_ne_zero.mpr (hd i).ne'
      have ht := (mul_eq_zero.mp e).resolve_left hdi
      exact ⟨by linear_combination (1 / 2) * (hs + ht),
        by linear_combination (1 / 2) * (hs - ht)⟩
    rcases hxy with hx | hy
    · exact hx (funext fun i => (hz i).1)
    · exact hy (funext fun i => (hz i).2)
  · simp only [mul_add, Finset.sum_add_distrib]
    linear_combination (d i : ℂ) * (h1 i + h2 i) + w * (h1 i - h2 i)

/-- The quadratic form of a real positive semidefinite coupling is real and nonnegative
on complex amplitudes. -/
theorem coupling_form_nonneg {K : Matrix n n ℝ} (hK : K.PosSemidef) (s : n → ℂ) :
    ∃ q : ℝ, 0 ≤ q ∧ ∑ i, ∑ j, conj (s i) * ((K i j : ℂ) * s j) = q := by
  have key : ∀ a : n → ℝ, 0 ≤ ∑ i, ∑ j, K i j * (a i * a j) := by
    intro a
    have h := hK.dotProduct_mulVec_nonneg a
    simp only [dotProduct, mulVec, Pi.star_apply, star_trivial, Finset.mul_sum] at h
    exact h.trans_eq (Finset.sum_congr rfl fun i _ => Finset.sum_congr rfl fun j _ => by ring)
  have hsym : ∀ i j, K i j = K j i := by
    intro i j
    have h := hK.isHermitian.apply i j
    rw [star_trivial] at h
    exact h.symm
  refine ⟨(∑ i, ∑ j, conj (s i) * ((K i j : ℂ) * s j)).re, ?_, Complex.ext rfl ?_⟩
  · have e : (∑ i, ∑ j, conj (s i) * ((K i j : ℂ) * s j)).re
        = (∑ i, ∑ j, K i j * ((s i).re * (s j).re))
          + ∑ i, ∑ j, K i j * ((s i).im * (s j).im) := by
      simp only [Complex.re_sum, ← Finset.sum_add_distrib]
      refine Finset.sum_congr rfl fun i _ => Finset.sum_congr rfl fun j _ => ?_
      simp only [Complex.mul_re, Complex.mul_im, Complex.conj_re, Complex.conj_im,
        Complex.ofReal_re, Complex.ofReal_im]
      ring
    rw [e]
    exact add_nonneg (key fun i => (s i).re) (key fun i => (s i).im)
  · -- the imaginary part cancels because the coupling is symmetric
    have e : (∑ i, ∑ j, conj (s i) * ((K i j : ℂ) * s j)).im
        = (∑ i, ∑ j, K i j * ((s i).re * (s j).im))
          - ∑ i, ∑ j, K i j * ((s i).im * (s j).re) := by
      simp only [Complex.im_sum, ← Finset.sum_sub_distrib]
      refine Finset.sum_congr rfl fun i _ => Finset.sum_congr rfl fun j _ => ?_
      simp only [Complex.mul_re, Complex.mul_im, Complex.conj_re, Complex.conj_im,
        Complex.ofReal_re, Complex.ofReal_im]
      ring
    rw [Complex.ofReal_im, e, sub_eq_zero, Finset.sum_comm]
    refine Finset.sum_congr rfl fun i _ => Finset.sum_congr rfl fun j _ => ?_
    rw [hsym j i]
    ring

/-- No bound exciton: for positive bare energies `d` and a real positive semidefinite
coupling `K`, every root of the problem with `A = D + K`, `B = K` is real, and its absolute
value is at least the smallest bare energy. -/
theorem no_bound_exciton [DecidableEq n] {d : n → ℝ} (hd : ∀ i, 0 < d i)
    {K : Matrix n n ℝ} (hK : K.PosSemidef) {w : ℂ} (hw : IsRoot (diagonal d + K) K w) :
    w.im = 0 ∧ (⨅ i, d i) ≤ |w.re| := by
  obtain ⟨s, hs0, hs⟩ := squared_equation hd hw
  obtain ⟨q, hq, hQ⟩ := coupling_form_nonneg hK s
  have hm : 0 ≤ ⨅ i, d i := Real.iInf_nonneg fun i => (hd i).le
  have hmd : ∀ i, (⨅ i, d i) ≤ d i := fun i => ciInf_le (Set.finite_range d).bddBelow i
  generalize (⨅ i, d i) = m at hm hmd ⊢
  -- weight the squared equation by the conjugate amplitude over the bare energy
  have hi : ∀ i, w ^ 2 * ((Complex.normSq (s i) / d i : ℝ) : ℂ)
      = ((d i * Complex.normSq (s i) : ℝ) : ℂ)
        + 2 * ∑ j, conj (s i) * ((K i j : ℂ) * s j) := by
    intro i
    have hinv : (d i : ℂ)⁻¹ * d i = 1 :=
      inv_mul_cancel₀ (Complex.ofReal_ne_zero.mpr (hd i).ne')
    rw [← Finset.mul_sum, Complex.ofReal_div, Complex.ofReal_mul,
      Complex.normSq_eq_conj_mul_self, div_eq_mul_inv]
    linear_combination -(conj (s i) * (d i : ℂ)⁻¹) * hs i
      + conj (s i) * (d i * s i + 2 * ∑ j, (K i j : ℂ) * s j) * hinv
  have hsum : w ^ 2 * ((∑ i, Complex.normSq (s i) / d i : ℝ) : ℂ)
      = ((∑ i, d i * Complex.normSq (s i) + 2 * q : ℝ) : ℂ) := by
    rw [Complex.ofReal_add, Complex.ofReal_mul, Complex.ofReal_ofNat, ← hQ,
      Complex.ofReal_sum, Complex.ofReal_sum, Finset.mul_sum, Finset.mul_sum,
      ← Finset.sum_add_distrib]
    exact Finset.sum_congr rfl fun i _ => hi i
  have hN : 0 < ∑ i, Complex.normSq (s i) / d i := by
    obtain ⟨i, hne⟩ := Function.ne_iff.mp hs0
    exact Finset.sum_pos' (fun j _ => div_nonneg (Complex.normSq_nonneg _) (hd j).le)
      ⟨i, Finset.mem_univ i, div_pos (Complex.normSq_pos.mpr hne) (hd i)⟩
  have hT : m ^ 2 * ∑ i, Complex.normSq (s i) / d i ≤ ∑ i, d i * Complex.normSq (s i) := by
    rw [Finset.mul_sum]
    refine Finset.sum_le_sum fun i _ => ?_
    rw [← mul_div_assoc, div_le_iff₀ (hd i)]
    have h2 := pow_le_pow_left₀ hm (hmd i) 2
    nlinarith [mul_le_mul_of_nonneg_right h2 (Complex.normSq_nonneg (s i))]
  -- compare real and imaginary parts of the squared frequency
  have hre := congrArg Complex.re hsum
  have him := congrArg Complex.im hsum
  simp only [sq, Complex.mul_re, Complex.mul_im, Complex.ofReal_re, Complex.ofReal_im,
    mul_zero, sub_zero, zero_add] at hre him
  have hge : m ^ 2 ≤ w.re * w.re - w.im * w.im :=
    le_of_mul_le_mul_right (by linarith) hN
  have hprod : w.re * w.im = 0 := by
    have h := (mul_eq_zero.mp him).resolve_right hN.ne'
    linarith
  have him0 : w.im = 0 := by
    rcases mul_eq_zero.mp hprod with h | h
    · rw [h] at hge
      nlinarith [sq_nonneg m, sq_nonneg w.im]
    · exact h
  refine ⟨him0, ?_⟩
  rw [him0] at hge
  have hsq : m ^ 2 ≤ w.re ^ 2 := by nlinarith
  exact (le_abs_self m).trans (sq_le_sq.mp hsq)

/-- A transition `i` whose column of the coupling `K` vanishes keeps its bare energy `d i`
as a root. -/
theorem uncoupled_transition [DecidableEq n] (d : n → ℝ) (K : Matrix n n ℝ) (i : n)
    (hK : ∀ j, K j i = 0) : IsRoot (diagonal d + K) K (d i) := by
  refine (isRoot_iff _ _ _).mpr ⟨Pi.single i 1, 0, Or.inl fun h => ?_, fun k => ?_, fun k => ?_⟩
  · have := congrFun h i
    simp at this
  · by_cases h : k = i
    · subst h
      simp [Pi.single_apply, hK]
    · simp [Pi.single_apply, hK, h, Matrix.diagonal_apply]
  · simp [Pi.single_apply, hK]

/-- One transition with `A = D - J`, `B = 0` and `0 < J < D` has exactly the roots
`D - J` and `-(D - J)`, and the positive one lies below the bare energy `D`. -/
theorem bound_exciton_of_attraction {D J : ℝ} (hJ : 0 < J) (hJD : J < D) :
    (0 < D - J ∧ D - J < D) ∧
      ∀ z : ℂ, IsRoot !![D - J] 0 z ↔ z = ((D - J : ℝ) : ℂ) ∨ z = -((D - J : ℝ) : ℂ) := by
  refine ⟨⟨by linarith, by linarith⟩, fun z => ?_⟩
  rw [isRoot_iff]
  constructor
  · rintro ⟨x, y, hxy, h1, h2⟩
    have e1 : ((D - J : ℝ) : ℂ) * x 0 = z * x 0 := by simpa using h1 0
    have e2 : ((D - J : ℝ) : ℂ) * y 0 = -(z * y 0) := by simpa using h2 0
    rcases hxy with hx | hy
    · have hx0 : x 0 ≠ 0 := fun h => hx (funext fun i => by fin_cases i; exact h)
      exact Or.inl (mul_right_cancel₀ hx0 e1).symm
    · have hy0 : y 0 ≠ 0 := fun h => hy (funext fun i => by fin_cases i; exact h)
      exact Or.inr (mul_right_cancel₀ hy0 (by linear_combination e2))
  · rintro (rfl | rfl)
    · refine ⟨fun _ => 1, 0, Or.inl fun h => ?_, fun i => ?_, fun i => ?_⟩
      · have := congrFun h 0
        simp at this
      · fin_cases i
        simp
      · simp
    · refine ⟨0, fun _ => 1, Or.inr fun h => ?_, fun i => ?_, fun i => ?_⟩
      · have := congrFun h 0
        simp at this
      · simp
      · fin_cases i
        simp

end RPAExcitonGap
```

```lean
#print axioms RPAExcitonGap.no_bound_exciton
#print axioms RPAExcitonGap.uncoupled_transition
#print axioms RPAExcitonGap.bound_exciton_of_attraction
```

```
'RPAExcitonGap.no_bound_exciton' depends on axioms: [propext, Classical.choice, Quot.sound]
'RPAExcitonGap.uncoupled_transition' depends on axioms: [propext, Classical.choice, Quot.sound]
'RPAExcitonGap.bound_exciton_of_attraction' depends on axioms: [propext, Classical.choice, Quot.sound]
```

## How the lemmas carry the derivation

`isRoot_iff` splits an eigenvector into x and y and writes out the two response equations. The lower block row carries an overall minus sign, which the step `linear_combination -this` removes.

`squared_equation` produces s. Its auxiliary statement `hA` reduces the action of D + K to d_i z_i plus the coupling sum. The case s = 0 is excluded by deriving d_i (x_i − y_i) = 0. The last `linear_combination` adds d_i times the sum of the two equations to w times their difference, which is the elimination of t in one line.

`coupling_form_nonneg` computes s†K s by real and imaginary parts. The real part is the sum of two real quadratic forms, each nonnegative by `key`. The imaginary part vanishes after `Finset.sum_comm` exchanges the summation indices and `hsym` supplies the symmetry of K.

In `no_bound_exciton`, `hi` is the weighted equation for one component and `hsum` its sum, w² N = T + 2q. Then `hN` gives N > 0 and `hT` gives T ≥ m² N. Taking real and imaginary parts of `hsum` leads to `hge`, which is u² − v² ≥ m², and `hprod`, which is uv = 0. The case split on `hprod` yields v = 0, and `sq_le_sq` turns the inequality of squares into one of absolute values.

`uncoupled_transition` supplies the eigenvector `Pi.single i 1` with y = 0; it needs neither positive energies nor a positive semidefinite K. In `bound_exciton_of_attraction`, a nonzero x component is cancelled to give z = D − J and a nonzero y component to give z = −(D − J). Conversely, an explicit eigenvector is given for each root.
